# Every eigenvalue $s^2$ of $MM^\dagger$ has a unit Takagi vector when $M$ is complex symmetric

## From coupled pair creation to single-mode squeezing

A pair-creation term for coupled boson modes can be rewritten as a sum of independent single-mode squeezing terms. One way to find a suitable mode is to take an eigenvector $v$ of $MM^\dagger$ and form $M\bar v+sv$, or $iv$ if that combination vanishes. Here $M$ is the matrix in

$$P=\tfrac12\sum_{ij}M_{ij}\,a_i^\dagger a_j^\dagger ,$$

$s^2$ is the eigenvalue belonging to $v$, with $s$ real, and the bar denotes complex conjugation. Since creation operators commute, $M$ can be taken symmetric.

The adjustment gives a solution of $M\bar x=sx$, the equation obeyed by the new modes when their squeezing coefficients $s$ are real; an eigenvector of $MM^\dagger$ need not obey it. A unit vector $x$ with $M\bar x=sx$ for a real $s$ is called a Takagi vector here. In a degenerate eigenspace, vectors adjusted one at a time need not be orthogonal, so there the modes cannot be chosen independently of one another. If the columns $x_k$ of a unitary matrix are Takagi vectors with values $s_k$, then $P=\tfrac12\sum_k s_k (b_k^\dagger)^2$ with $b_k^\dagger=\sum_i (x_k)_i a_i^\dagger$. For finitely many modes and a pure pair-creation term, the result supplies such a vector for each eigenvalue.

## Two modes with a cross coupling

Label the modes 0 and 1, and take $P=g\,a_0^\dagger a_1^\dagger$ with $g>0$. Then

$$M=\begin{pmatrix}0&g\\g&0\end{pmatrix},\qquad MM^\dagger=g^2\,\mathbb 1 .$$

An eigenvalue routine may return $v=(1,0)$, for which $M\bar v=(0,g)$ is not a multiple of $v$. With $s=g$, the adjusted vector is $M\bar v+gv=(g,g)$, or $(1,1)/\sqrt2$ after normalisation. The other combination, $M\bar v-gv=(-g,g)$, has value $-g$. Multiplying it by $-i$ and normalising gives $i(1,-1)/\sqrt2$, with value $+g$. The modes $b_0^\dagger=(a_0^\dagger+a_1^\dagger)/\sqrt2$ and $b_1^\dagger=i(a_0^\dagger-a_1^\dagger)/\sqrt2$ then give $P=\tfrac g2\left[(b_0^\dagger)^2+(b_1^\dagger)^2\right]$.

## The equivalence and its Lean reading

The main theorem, `takagi_vector_iff`, says that for symmetric $M$ and real $s$ of either sign, $s^2$ is an eigenvalue of $MM^\dagger$ exactly when some unit vector $x$ satisfies $M\bar x=sx$ and $M\overline{(ix)}=-s(ix)$.

- `antilin M x` is the antilinear map $Tx=M\bar x$; `star` conjugates a vector entry by entry.
- Vectors are functions `n → ℂ` on a finite index type. The scalar product $\langle x,y\rangle$ is `star x ⬝ᵥ y`, conjugated in the first argument, and a unit vector has `star x ⬝ᵥ x = 1`.
- `M.IsSymm` means $M^T=M$ without conjugation, so $M$ need not be Hermitian. `Mᴴ` is $M^\dagger$.
- An eigenvalue is expressed by a nonzero eigenvector `v`.

No hypothesis mentions boson operators: reading a unit vector as a mode is the physical step added to the matrix statement. The Takagi factorisation $M=U\Sigma U^T$, with $U$ unitary and $\Sigma$ diagonal and non-negative, needs a whole orthonormal basis of Takagi vectors. The theorems provide individual vectors, a decomposition of eigenvectors for $s\neq0$, and orthogonality between different $s^2$; they do not choose an orthonormal set within a degenerate eigenspace.

## Constructing the vector

The map is additive and obeys $T(cx)=\bar c\,Tx$. For symmetric $M$, $M^\dagger=\bar M$, so

$$T^2x=M\,\overline{M\bar x}=M\bar M x=MM^\dagger x .$$

If $Tx=sx$ and $|c|=1$, then $T(cx)=\bar c s x=s\bar c^2(cx)$. For $c=i$ the value changes sign.

Now let $MM^\dagger v=s^2v$ with $v\ne0$, and set $y=Tv+sv$. Since $s$ is real,

$$Ty=T^2v+s\,Tv=s^2v+s\,Tv=sy .$$

If $y=0$, then $Tv=-sv$, and $iv$ is a nonzero solution with value $s$. Multiplication by a real number preserves the equation, so the solution can be normalised. Conversely, $Tx=sx$ gives $MM^\dagger x=T(sx)=s\,Tx=s^2x$, and a unit vector is nonzero.

## Decomposition, orthogonality and the role of symmetry

For $s\neq0$, put

$$a=\frac{Tv+sv}{2s},\qquad b=\frac{i(Tv-sv)}{2s}.$$

Both have value $s$, and $a+ib=v$.

Symmetry also gives $\langle y,Tx\rangle=\sum_{ij}\bar y_iM_{ij}\bar x_j=\langle x,Ty\rangle$. Let $Tx=sx$, $Ty=ty$ with $s,t$ real, and $z=\langle x,y\rangle$. Then $s\bar z=tz$, and by conjugation $sz=t\bar z$. Hence $s^2z=st\bar z=t^2z$, so $z=0$ when $s^2\neq t^2$.

Without symmetry, existence can fail. For $M=\begin{pmatrix}0&1\\-1&0\end{pmatrix}$ one has $MM^\dagger=\mathbb 1$, while $M\bar x=sx$ reads $\bar x_1=sx_0$ and $-\bar x_0=sx_1$. Multiplying the first equation by $x_1$, the second by $x_0$, and subtracting gives $|x_0|^2+|x_1|^2=0$. Up to a phase, this $T$ is time reversal for a spin one-half, with $T^2=-1$.

## The Lean file

```lean
import Mathlib

open Matrix

namespace TakagiVectors

variable {n : Type*} [Fintype n]

/-- The antilinear map `x ↦ M conj(x)` attached to a complex matrix `M`. -/
def antilin (M : Matrix n n ℂ) (x : n → ℂ) : n → ℂ := M *ᵥ star x

/-- The map `x ↦ M conj(x)` is additive. -/
theorem antilin_add (M : Matrix n n ℂ) (x y : n → ℂ) :
    antilin M (x + y) = antilin M x + antilin M y := by
  unfold antilin
  rw [star_add, Matrix.mulVec_add]

/-- Scalars leave the map `x ↦ M conj(x)` complex conjugated. -/
theorem antilin_smul (M : Matrix n n ℂ) (c : ℂ) (x : n → ℂ) :
    antilin M (c • x) = star c • antilin M x := by
  unfold antilin
  rw [star_smul, Matrix.mulVec_smul]

/-- For symmetric `M` the antilinear map is self-adjoint: `⟨y, T x⟩ = ⟨x, T y⟩`. -/
theorem antilin_selfAdjoint {M : Matrix n n ℂ} (hM : M.IsSymm) (x y : n → ℂ) :
    star y ⬝ᵥ antilin M x = star x ⬝ᵥ antilin M y := by
  unfold antilin
  rw [Matrix.dotProduct_mulVec, dotProduct_comm, ← Matrix.mulVec_transpose, hM.eq]

/-- For symmetric `M`, applying the antilinear map twice gives the linear operator `M M†`. -/
theorem antilin_antilin {M : Matrix n n ℂ} (hM : M.IsSymm) (x : n → ℂ) :
    antilin M (antilin M x) = (M * Mᴴ) *ᵥ x := by
  -- the adjoint of a symmetric matrix is again symmetric
  have hH : Mᴴᵀ = Mᴴ := by
    ext i j
    change star (M i j) = star (M j i)
    rw [hM.apply i j]
  have h : x ᵥ* Mᴴ = Mᴴ *ᵥ x := by
    rw [← Matrix.vecMul_transpose, hH]
  unfold antilin
  rw [Matrix.star_mulVec, star_star, h, Matrix.mulVec_mulVec]

/-- If `M conj(x) = s x`, then for a phase `c` the vector `c x` satisfies the same equation
with `s` replaced by `s conj(c)²`. -/
theorem antilin_phase {M : Matrix n n ℂ} {s c : ℂ} {x : n → ℂ}
    (hx : antilin M x = s • x) (hc : ‖c‖ = 1) :
    antilin M (c • x) = (s * star c ^ 2) • (c • x) := by
  have h : star c * c = 1 := by
    have h' := Complex.conj_mul' c
    rw [hc] at h'
    simpa using h'
  rw [antilin_smul, hx, smul_smul, smul_smul]
  congr 1
  linear_combination (-(s * star c)) * h

/-- If `M conj(x) = s x`, then `M conj(i x) = -s (i x)`. -/
theorem antilin_I_smul {M : Matrix n n ℂ} {s : ℂ} {x : n → ℂ}
    (hx : antilin M x = s • x) :
    antilin M (Complex.I • x) = (-s) • (Complex.I • x) := by
  have hI : star Complex.I = -Complex.I := Complex.conj_I
  rw [antilin_phase hx Complex.norm_I, hI]
  congr 1
  linear_combination s * Complex.I_sq

/-- For symmetric `M` and `M M† v = s² v` with `s` real, the combination
`y = M conj(v) + s v` satisfies `M conj(y) = s y`. -/
theorem antilin_projection {M : Matrix n n ℂ} (hM : M.IsSymm) {s : ℝ} {v : n → ℂ}
    (hv : (M * Mᴴ) *ᵥ v = (s : ℂ) ^ 2 • v) :
    antilin M (antilin M v + (s : ℂ) • v) = (s : ℂ) • (antilin M v + (s : ℂ) • v) := by
  have hs : star (s : ℂ) = s := Complex.conj_ofReal s
  rw [antilin_add, antilin_smul, antilin_antilin hM, hv, hs]
  module

/-- Every nonzero complex vector can be rescaled by a real number to unit norm. -/
theorem exists_real_normalisation {y : n → ℂ} (hy : y ≠ 0) :
    ∃ r : ℝ, star ((r : ℂ) • y) ⬝ᵥ ((r : ℂ) • y) = 1 := by
  have h : star y ⬝ᵥ y = ((∑ i, Complex.normSq (y i) : ℝ) : ℂ) := by
    simp only [dotProduct, Pi.star_apply, Complex.ofReal_sum]
    exact Finset.sum_congr rfl fun i _ => Complex.normSq_eq_conj_mul_self.symm
  obtain ⟨i, hi⟩ := Function.ne_iff.mp hy
  have hN : 0 < ∑ i, Complex.normSq (y i) :=
    Finset.sum_pos' (fun i _ => Complex.normSq_nonneg _)
      ⟨i, Finset.mem_univ i, Complex.normSq_pos.mpr hi⟩
  obtain ⟨q, hq0, hq⟩ : ∃ q : ℝ, q ≠ 0 ∧ ∑ i, Complex.normSq (y i) = q * q :=
    ⟨_, (Real.sqrt_pos.mpr hN).ne', (Real.mul_self_sqrt hN.le).symm⟩
  have hr : star ((q⁻¹ : ℝ) : ℂ) = ((q⁻¹ : ℝ) : ℂ) := Complex.conj_ofReal _
  have h1 : q⁻¹ * (q⁻¹ * (q * q)) = 1 := by field_simp
  refine ⟨q⁻¹, ?_⟩
  rw [star_smul, smul_dotProduct, dotProduct_smul, h, hq, hr, smul_eq_mul, smul_eq_mul]
  exact_mod_cast h1

/-- For a complex symmetric matrix `M` and real `s`, the number `s²` is an eigenvalue of `M M†`
exactly when some unit vector `x` satisfies `M conj(x) = s x` and `M conj(i x) = -s (i x)`. -/
theorem takagi_vector_iff {M : Matrix n n ℂ} (hM : M.IsSymm) (s : ℝ) :
    (∃ v : n → ℂ, v ≠ 0 ∧ (M * Mᴴ) *ᵥ v = (s : ℂ) ^ 2 • v) ↔
      ∃ x : n → ℂ, star x ⬝ᵥ x = 1 ∧ antilin M x = (s : ℂ) • x ∧
        antilin M (Complex.I • x) = (-(s : ℂ)) • (Complex.I • x) := by
  constructor
  · rintro ⟨v, hv0, hv⟩
    -- a nonzero solution: `T v + s v`, or `i v` if that combination vanishes
    obtain ⟨y, hy0, hy⟩ : ∃ y : n → ℂ, y ≠ 0 ∧ antilin M y = (s : ℂ) • y := by
      by_cases h : antilin M v + (s : ℂ) • v = 0
      · have h' : antilin M v = (-(s : ℂ)) • v := by
          rw [neg_smul]
          exact eq_neg_of_add_eq_zero_left h
        refine ⟨Complex.I • v, smul_ne_zero Complex.I_ne_zero hv0, ?_⟩
        rw [antilin_I_smul h', neg_neg]
      · exact ⟨_, h, antilin_projection hM hv⟩
    -- real rescaling preserves the equation
    obtain ⟨r, hr⟩ := exists_real_normalisation hy0
    have hc : star (r : ℂ) = r := Complex.conj_ofReal r
    have hx : antilin M ((r : ℂ) • y) = (s : ℂ) • ((r : ℂ) • y) := by
      rw [antilin_smul, hc, hy, smul_comm]
    exact ⟨_, hr, hx, antilin_I_smul hx⟩
  · rintro ⟨x, hx1, hx, -⟩
    have hs : star (s : ℂ) = s := Complex.conj_ofReal s
    refine ⟨x, ?_, ?_⟩
    · rintro rfl
      simp at hx1
    · rw [← antilin_antilin hM, hx, antilin_smul, hx, hs, smul_smul, sq]

/-- For symmetric `M` and real `s ≠ 0`, every `v` with `M M† v = s² v` is a combination
`a + i b` of two solutions of `M conj(x) = s x`. -/
theorem takagi_decomposition {M : Matrix n n ℂ} (hM : M.IsSymm) {s : ℝ} (hs : s ≠ 0)
    {v : n → ℂ} (hv : (M * Mᴴ) *ᵥ v = (s : ℂ) ^ 2 • v) :
    ∃ a b : n → ℂ, antilin M a = (s : ℂ) • a ∧ antilin M b = (s : ℂ) • b ∧
      v = a + Complex.I • b := by
  obtain ⟨c, hcs⟩ : ∃ c : ℝ, 2 * c * s = 1 := ⟨(2 * s)⁻¹, by field_simp⟩
  have hcs' : 2 * (c : ℂ) * s = 1 := by exact_mod_cast hcs
  have hc : star (c : ℂ) = c := Complex.conj_ofReal c
  -- the projection with `-s`, turned into a solution for `s` by the phase `i`
  have hv' : (M * Mᴴ) *ᵥ v = ((-s : ℝ) : ℂ) ^ 2 • v := by
    rw [hv, Complex.ofReal_neg, neg_sq]
  have hm := antilin_I_smul (antilin_projection hM hv')
  rw [Complex.ofReal_neg, neg_neg] at hm
  refine ⟨(c : ℂ) • (antilin M v + (s : ℂ) • v),
    (c : ℂ) • (Complex.I • (antilin M v + (-(s : ℂ)) • v)), ?_, ?_, ?_⟩
  · rw [antilin_smul, hc, antilin_projection hM hv, smul_comm]
  · rw [antilin_smul, hc, hm, smul_comm]
  · ext i
    simp only [Pi.add_apply, Pi.smul_apply, smul_eq_mul]
    linear_combination (-(v i)) * hcs' -
      (c : ℂ) * (antilin M v i - s * v i) * Complex.I_sq

/-- For symmetric `M`, solutions of `M conj(x) = s x` and `M conj(y) = t y` with `s`, `t` real
and `s² ≠ t²` are orthogonal. -/
theorem takagi_orthogonal {M : Matrix n n ℂ} (hM : M.IsSymm) {s t : ℝ} {x y : n → ℂ}
    (hx : antilin M x = (s : ℂ) • x) (hy : antilin M y = (t : ℂ) • y)
    (hst : s ^ 2 ≠ t ^ 2) : star x ⬝ᵥ y = 0 := by
  have h1 := antilin_selfAdjoint hM x y
  rw [hx, hy, dotProduct_smul, dotProduct_smul, smul_eq_mul, smul_eq_mul,
    Matrix.star_dotProduct y x] at h1
  generalize star x ⬝ᵥ y = z at h1 ⊢
  -- the overlap obeys `s conj(z) = t z` and the conjugate relation
  have h2 : (s : ℂ) * z = t * star z := by
    have h := congrArg star h1
    simpa using h
  have h3 : ((s : ℂ) ^ 2 - (t : ℂ) ^ 2) * z = 0 := by
    linear_combination (s : ℂ) * h2 + (t : ℂ) * h1
  have h4 : (s : ℂ) ^ 2 - (t : ℂ) ^ 2 ≠ 0 := by
    rw [sub_ne_zero]
    exact_mod_cast hst
  exact (mul_eq_zero.mp h3).resolve_left h4

/-- The antisymmetric matrix `M = [[0, 1], [-1, 0]]` has `M M† = 1`, yet for every complex `s`
the equation `M conj(x) = s x` has only the zero solution. -/
theorem antisymmetric_no_takagi_vector :
    (!![0, 1; -1, 0] : Matrix (Fin 2) (Fin 2) ℂ) * (!![0, 1; -1, 0])ᴴ = 1 ∧
      ∀ (s : ℂ) (x : Fin 2 → ℂ), antilin !![0, 1; -1, 0] x = s • x → x = 0 := by
  constructor
  · ext i j
    fin_cases i <;> fin_cases j <;>
      simp [Matrix.mul_apply, Fin.sum_univ_succ, Matrix.conjTranspose_apply]
  · intro s x h
    have h0 : (starRingEnd ℂ) (x 1) = s * x 0 := by
      simpa [antilin, Matrix.mulVec, dotProduct, Fin.sum_univ_two] using congrFun h 0
    have h1 : -(starRingEnd ℂ) (x 0) = s * x 1 := by
      simpa [antilin, Matrix.mulVec, dotProduct, Fin.sum_univ_two] using congrFun h 1
    -- the two components force the norm to vanish
    have h2 : (Complex.normSq (x 0) : ℂ) + (Complex.normSq (x 1) : ℂ) = 0 := by
      rw [Complex.normSq_eq_conj_mul_self, Complex.normSq_eq_conj_mul_self]
      linear_combination x 1 * h0 - x 0 * h1
    have h3 : Complex.normSq (x 0) + Complex.normSq (x 1) = 0 := by exact_mod_cast h2
    have p0 := Complex.normSq_nonneg (x 0)
    have p1 := Complex.normSq_nonneg (x 1)
    have e0 : x 0 = 0 := Complex.normSq_eq_zero.mp (by linarith)
    have e1 : x 1 = 0 := Complex.normSq_eq_zero.mp (by linarith)
    ext i
    fin_cases i
    · exact e0
    · exact e1

end TakagiVectors
```

```lean
#print axioms TakagiVectors.takagi_vector_iff
-- 'TakagiVectors.takagi_vector_iff' depends on axioms: [propext, Classical.choice, Quot.sound]
#print axioms TakagiVectors.takagi_decomposition
-- 'TakagiVectors.takagi_decomposition' depends on axioms: [propext, Classical.choice, Quot.sound]
#print axioms TakagiVectors.takagi_orthogonal
-- 'TakagiVectors.takagi_orthogonal' depends on axioms: [propext, Classical.choice, Quot.sound]
#print axioms TakagiVectors.antisymmetric_no_takagi_vector
-- 'TakagiVectors.antisymmetric_no_takagi_vector' depends on axioms: [propext, Classical.choice, Quot.sound]
```

## From the lemmas to the theorems

`antilin_add` and `antilin_smul` establish antilinearity. `antilin_selfAdjoint` moves the matrix to the other vector and uses $M^T=M$; `antilin_antilin` first shows that $M^\dagger$ is symmetric, then obtains $T^2=MM^\dagger$. `antilin_phase` gives the factor $\bar c^2$, and `antilin_I_smul` specialises it to $i$.

`exists_real_normalisation` writes the squared norm as a positive real sum and rescales by the inverse of its square root. In `takagi_vector_iff`, `by_cases` separates $Tv+sv=0$ from the nonzero case, and the second half applies $T$ twice.

`takagi_decomposition` uses the projection for $s$ and for $-s$, turning the latter by $i$. In `takagi_orthogonal`, `h1` and `h2` are the two overlap relations, and `linear_combination` eliminates $\bar z$. The same tactic combines the two component equations in `antisymmetric_no_takagi_vector`.

## How `module` closes the projection step

The central identity $Ty=sy$ is proved in `antilin_projection`. The rewrites first use antilinearity, $T^2=MM^\dagger$, the eigenvalue equation and the reality of $s$. What remains is

$$s^2v+s\,Tv=s(Tv+sv).$$

The tactic `module` treats $v$ and $Tv$ as unrelated vectors, collects their scalar coefficients on each side and compares them by commutative ring algebra. It uses neither the antilinearity of $T$ nor the eigenvalue equation, so the rewrites supply these first.
